# A single-channel contact changes the action of the adjoint inverse Green function by a multiple of its coupling vector

A finite, non-interacting device is described at real energy E by the inverse Green function E − H + iΓ/2, in the retarded sign convention, where H and the broadening Γ are arbitrary complex matrices, not assumed Hermitian. A further contact is taken to add only a broadening vv*, with no level shift, so that H is unchanged and Γ becomes Γ + vv*; the vector v need not be normalised. The theorem `adjoint_apply` says that the adjoint of the new inverse Green function, applied to any vector y, gives the old result minus (i/2)(v*y)v. The proof splits off the contact term, takes its adjoint using the Hermiticity of vv* and the fact that the conjugate of i/2 is −i/2, and then applies it to y.

The first attempt, which Lean rejects:

```lean
import Mathlib

open Matrix
open scoped ComplexOrder

namespace AdjointApply

noncomputable section

variable {n : Type*} [Fintype n] [DecidableEq n]

/-- The inverse Green function `E - H + iΓ/2` of a device with matrix `H` and total
broadening `Γ` at energy `E`. -/
def invGreen (E : ℝ) (H Γ : Matrix n n ℂ) : Matrix n n ℂ :=
  (E : ℂ) • (1 : Matrix n n ℂ) - H + (Complex.I / 2) • Γ

/-- The broadening `v v*` of a single-channel contact that couples to the device state `v`. -/
def probe (v : n → ℂ) : Matrix n n ℂ := vecMulVec v (star v)

/-- Attaching the contact `v v*` changes the adjoint inverse Green function by a term
directed along `v`. -/
theorem adjoint_apply (E : ℝ) (H Γ : Matrix n n ℂ) (v y : n → ℂ) :
    (invGreen E H (Γ + probe v))ᴴ *ᵥ y =
      (invGreen E H Γ)ᴴ *ᵥ y - (Complex.I / 2 * (star v ⬝ᵥ y)) • v := by
  have h1 : (probe v)ᴴ = probe v := by
    ext i j
    simp [probe, vecMulVec_apply, mul_comm]
  have h2 : probe v *ᵥ y = (star v ⬝ᵥ y) • v := by
    ext i
    simp only [probe, mulVec, dotProduct, vecMulVec_apply, Pi.smul_apply, smul_eq_mul,
      Finset.sum_mul]
    exact Finset.sum_congr rfl fun j _ => by ring
  have h3 : invGreen E H (Γ + probe v) = invGreen E H Γ + (Complex.I / 2) • probe v := by
    simp only [invGreen, smul_add]
    abel
  have h4 : star (Complex.I / 2) = -(Complex.I / 2) := by
    rw [Complex.star_def]
    apply Complex.ext <;> simp
  rw [h3, conjTranspose_add, conjTranspose_smul, h1, h4, add_mulVec, smul_mulVec, h2,
    smul_smul, neg_mul, neg_smul, sub_eq_add_neg]

end

end AdjointApply
```

The compiler's answer:

```
Main.lean:36:55: error: unsolved goals
case a
n : Type u_1
inst✝¹ : Fintype n
inst✝ : DecidableEq n
E : ℝ
H Γ : Matrix n n ℂ
v y : n → ℂ
h1 : (probe v)ᴴ = probe v
h2 : probe v *ᵥ y = (star v ⬝ᵥ y) • v
h3 : invGreen E H (Γ + probe v) = invGreen E H Γ + (Complex.I / 2) • probe v
⊢ (-Complex.I / (starRingEnd ℂ) 2).re = 0

case a
n : Type u_1
inst✝¹ : Fintype n
inst✝ : DecidableEq n
E : ℝ
H Γ : Matrix n n ℂ
v y : n → ℂ
h1 : (probe v)ᴴ = probe v
h2 : probe v *ᵥ y = (star v ⬝ᵥ y) • v
h3 : invGreen E H (Γ + probe v) = invGreen E H Γ + (Complex.I / 2) • probe v
⊢ (-Complex.I / (starRingEnd ℂ) 2).im = -2⁻¹
```

Diagnosis. The single error reports two unsolved goals, both from `h4`, the claim that the conjugate of i/2 is −i/2. `Complex.ext` splits it into real and imaginary parts, and `simp` is left to prove each. In both goals `simp` carries the conjugation inside the quotient: the numerator becomes `-Complex.I`, but the denominator stays as `(starRingEnd ℂ) 2`. The conjugate of 2 is of course 2, but `simp` does not reduce it here, and it stops with the real or imaginary part of that quotient still to be evaluated.

The repair takes the parts before the conjugation can enter the quotient. For the real part, `Complex.conj_re` removes the conjugation and `Complex.neg_re` brings out the minus sign on the right. What remains says that the real part of i/2 equals its own negative, which `simp` can prove, since that part is zero. For the imaginary part, `Complex.conj_im` and `Complex.neg_im` turn both sides into minus the imaginary part of i/2, and `rw` closes the goal by reflexivity.

After these edits no error is left:

```diff
@@ -36,5 +36,8 @@
   have h4 : star (Complex.I / 2) = -(Complex.I / 2) := by
     rw [Complex.star_def]
-    apply Complex.ext <;> simp
+    apply Complex.ext
+    · rw [Complex.conj_re, Complex.neg_re]
+      simp
+    · rw [Complex.conj_im, Complex.neg_im]
   rw [h3, conjTranspose_add, conjTranspose_smul, h1, h4, add_mulVec, smul_mulVec, h2,
     smul_smul, neg_mul, neg_smul, sub_eq_add_neg]
```
